# The MS0 exchange enhancement factor lies between $1-\kappa c/(\kappa+c)$ and $1+\kappa$

A self-consistent calculation with the MS0 functional evaluates its exchange energy on a real-space grid. At each grid point the program has the density $n$, its gradient and the orbital kinetic-energy density $\tau$. From these it forms two dimensionless numbers, the squared reduced gradient $p$ and the orbital-overlap indicator

$$a=\frac{\tau-\tau_W}{\tau_{\rm unif}},$$

where $\tau_W$ is the von Weizsäcker kinetic-energy density, the value $\tau$ takes for a single real orbital, and $\tau_{\rm unif}$ is that of a uniform gas of the same density. The program then multiplies the local-density exchange energy density by an enhancement factor $F(p,a)$ and adds the product, times the integration weight of the point, to the sum over grid points. It also needs $\partial F/\partial a$, because $a$ depends on the orbitals through $\tau$ and so contributes to the exchange operator. The bounds below limit how far this factor can move the exchange energy density from its local value at any point of a spin-unpolarised density.

## The claim and its derivation by hand

The functional interpolates in $a$ with

$$f(a)=\frac{(1-a^2)^3}{1+a^3+a^6}.$$

With $G(y)=1+\kappa-\kappa/(1+y/\kappa)$, the enhancement factor is

$$F(p,a)=G(\mu p)+f(a)\,\bigl[G(\mu p+c)-G(\mu p)\bigr].$$

Three constants enter. The ceiling of $F$ is set by $\kappa>0$. The coefficient $\mu\ge0$ governs the response to a weak gradient. The shift $c\ge0$ raises $F$ in single-orbital regions, and in MS0 it is chosen to reproduce the exchange energy of the hydrogen atom.

The claim has two parts. First, $f(0)=1$ and $f(1)=f'(1)=f''(1)=0$; on $a\ge0$ the function never increases and satisfies $-1<f\le1$; and $f\to-1$ as $a\to\infty$. Second, for $p,a\ge0$,

$$1-\frac{\kappa c}{\kappa+c}\;\le\;F(p,a)\;\le\;F(p,0)\;<\;1+\kappa ,$$

and the lower bound is the limit of $F(0,a)$ as $a\to\infty$.

**The interpolation function.** The denominator equals $(a^3+\tfrac12)^2+\tfrac34$, so it is positive for every real $a$. The values $f(0)=1$ and $f(1)=0$ follow by substitution. In the quotient rule, the numerator of $f'$ is

$$-6a(1-a^2)^2(1+a^3+a^6)-(1-a^2)^3(3a^2+6a^5).$$

Taking out $(1-a^2)^2$ leaves $-6a-3a^2-3a^4-6a^5$, since the terms in $a^7$ cancel. Hence

$$f'(a)=-(1-a^2)^2\,\frac{3a\,(2+a+a^3+2a^4)}{(1+a^3+a^6)^2}.$$

For $a\ge0$ this is never positive, so $f$ does not increase and $f(a)\le f(0)=1$. At $a=1$ the factor $(1-a^2)^2$ has a double zero, which makes both $f'$ and $f''$ vanish there.

For the lower bound, add 1 to $f$:

$$f(a)+1=\frac{2-3a^2+a^3+3a^4}{1+a^3+a^6}.$$

The numerator is $3(a^2-\tfrac12)^2+a^3+\tfrac54$, which is positive for $a\ge0$.

For the limit, let $a\ge1$. Then $f(a)+1\le6/a$ is equivalent to

$$2a-3a^3+a^4+3a^5\le 6+6a^3+6a^6.$$

This holds because $2a+a^4+3a^5\le6a^6$ when $a\ge1$. So $f$ is squeezed between $-1$ and $-1+6/a$.

**The gradient enhancement.** Clearing the inner fraction gives

$$G(y)=1+\kappa-\frac{\kappa^2}{\kappa+y}=1+\frac{\kappa y}{\kappa+y}.$$

For $y\ge0$ this is at least 1 and below $1+\kappa$. Write $\Delta=G(y+c)-G(y)$. It is non-negative, because raising $y$ lowers the fraction subtracted in the definition of $G$. It is also bounded above:

$$\Delta=\frac{\kappa y}{\kappa+y+c}+\frac{\kappa c}{\kappa+y+c}-\frac{\kappa y}{\kappa+y}\le\frac{\kappa c}{\kappa+c},$$

since the first term does not exceed the third, and the second grows when $y$ is removed from its denominator.

**The enhancement factor.** Set $y=\mu p$, so that $F=G(y)+f\Delta$ is linear in $f$ with slope $\Delta\ge0$. From $f\le1$ we get $F\le G(y)+\Delta=G(y+c)$, which is $F(p,0)$ and lies below $1+\kappa$. From $f>-1$ we get

$$F\ge G(y)-\Delta\ge1-\frac{\kappa c}{\kappa+c}.$$

At $p=0$ we have $G(0)=1$ and $\Delta=\kappa c/(\kappa+c)$, so $F(0,a)\to1-\kappa c/(\kappa+c)$ as $a\to\infty$. No larger constant can therefore bound $F$ from below for all $p,a\ge0$.

**What the grid point sees.** At $p=0$ the factor is $1+\kappa c/(\kappa+c)$ for $a=0$, exactly 1 for $a=1$, and it approaches $1-\kappa c/(\kappa+c)$ for large $a$. The middle value is the uniform electron gas, where the local-density result is recovered. Near $a=1$ the vanishing derivatives leave $F$ equal to $G(\mu p)$ up to terms of third order in $a-1$. If $\kappa\le1$, the lower bound is positive, so $F$ cannot reverse the sign of the local exchange energy density.

The smallest case is $c=0$. Then $\Delta=0$, the indicator $a$ drops out, and $F=G(\mu p)$ depends on the gradient alone. The lower bound becomes 1 and is attained at $p=0$.

## The functions as Lean definitions

```lean
import Mathlib

open Filter Topology Set

namespace MadeSimpleExchange

noncomputable section

/-- The MS0 interpolation function of the orbital-overlap indicator `a`. -/
def switch (a : ℝ) : ℝ := (1 - a ^ 2) ^ 3 / (1 + a ^ 3 + a ^ 6)
```

`switch` is $f$, defined on all real numbers. The physical range $a\ge0$, which reflects $\tau\ge\tau_W$, enters as a hypothesis in the theorems that use it.

```lean
/-- A closed formula for the slope of the MS0 interpolation function, in factorised form. -/
def switchSlope (a : ℝ) : ℝ :=
  (1 - a ^ 2) ^ 2 * (-(3 * a * (2 + a + a ^ 3 + 2 * a ^ 4)) / (1 + a ^ 3 + a ^ 6) ^ 2)
```

`switchSlope` is the factorised expression for $f'$, with the double zero standing in front. At this point it is only a formula; that it is the derivative is proved below.

```lean
/-- The gradient enhancement `G(y) = 1 + κ - κ / (1 + y / κ)`, used for `κ > 0` and `y ≥ 0`. -/
def G (κ y : ℝ) : ℝ := 1 + κ - κ / (1 + y / κ)

/-- The MS0 exchange enhancement factor at squared reduced gradient `p` and orbital-overlap
indicator `a`, used for `κ > 0` and `μ, c, p, a ≥ 0`. -/
def enhancement (κ μ c p a : ℝ) : ℝ :=
  G κ (μ * p) + switch a * (G κ (μ * p + c) - G κ (μ * p))
```

The constants $\kappa$, $\mu$ and $c$ are arguments, so the theorems hold for a whole family of parameter values and not just for the published set. The variables `p` and `a` are independent real numbers. Nothing in the file computes them from a density or asks which pairs a density can produce, and correlation, spin polarisation and the integral over space do not enter.

## Slope, constraints and range of the interpolation function

```lean
/-- The denominator of the interpolation function is positive for every real `a`. -/
theorem den_pos (a : ℝ) : 0 < 1 + a ^ 3 + a ^ 6 := by
  nlinarith [sq_nonneg (a ^ 3 + 1 / 2)]
```

The square supplied to `nlinarith` is the one from the completed square above.

```lean
/-- The interpolation function is differentiable everywhere, with slope `switchSlope`. -/
theorem hasDerivAt_switch (a : ℝ) : HasDerivAt switch (switchSlope a) a := by
  have hn : HasDerivAt (fun x : ℝ => (1 - x ^ 2) ^ 3) (3 * (1 - a ^ 2) ^ 2 * (-(2 * a))) a :=
    (((hasDerivAt_pow 2 a).const_sub 1).fun_pow 3).congr_deriv (by norm_num)
  have hd : HasDerivAt (fun x : ℝ => 1 + x ^ 3 + x ^ 6) (3 * a ^ 2 + 6 * a ^ 5) a :=
    (((hasDerivAt_pow 3 a).const_add 1).fun_add (hasDerivAt_pow 6 a)).congr_deriv (by norm_num)
  -- the quotient rule, followed by factorisation of the numerator
  refine (hn.fun_div hd (den_pos a).ne').congr_deriv ?_
  rw [switchSlope, ← mul_div_assoc]
  congr 1
  ring
```

`HasDerivAt switch (switchSlope a) a` says that $f$ is differentiable at $a$ with the stated slope. `hn` and `hd` differentiate the numerator and the denominator, `fun_div` is the quotient rule, and the final `ring` verifies the factorisation, including the cancellation of the $a^7$ terms.

```lean
/-- The interpolation function is one at `a = 0`, and at `a = 1` it vanishes together with
its first and second derivatives. -/
theorem switch_constraints :
    switch 0 = 1 ∧ switch 1 = 0 ∧ HasDerivAt switch 0 1 ∧ HasDerivAt (deriv switch) 0 1 := by
  refine ⟨by norm_num [switch], by norm_num [switch], ?_, ?_⟩
  · exact (hasDerivAt_switch 1).congr_deriv (by norm_num [switchSlope])
  · have e : deriv switch = switchSlope := funext fun a => (hasDerivAt_switch a).deriv
    rw [e]
    -- the slope has a double zero at `a = 1`
    have h1 : HasDerivAt (fun x : ℝ => (1 - x ^ 2) ^ 2) 0 1 :=
      (((hasDerivAt_pow 2 (1 : ℝ)).const_sub 1).fun_pow 2).congr_deriv (by norm_num)
    have h2 : DifferentiableAt ℝ (fun x : ℝ =>
        -(3 * x * (2 + x + x ^ 3 + 2 * x ^ 4)) / (1 + x ^ 3 + x ^ 6) ^ 2) 1 := by
      fun_prop (disch := norm_num)
    exact (h1.fun_mul h2.hasDerivAt).congr_deriv (by norm_num)
```

The four parts read $f(0)=1$, $f(1)=0$, $f'(1)=0$ and $f''(1)=0$. In `HasDerivAt switch 0 1` the value of the derivative comes first and the point second. The last part has the same shape with `deriv switch` in place of `switch`, so it concerns the second derivative. Its proof replaces `deriv switch` by `switchSlope` and applies the product rule. The factor $(1-x^2)^2$ has value and slope zero at $x=1$ (`h1`), so the other factor only has to be differentiable there (`h2`), and its derivative is never worked out.

```lean
/-- The interpolation function never increases with `a` on `a ≥ 0`. -/
theorem switch_antitoneOn : AntitoneOn switch (Ici 0) := by
  refine antitoneOn_of_deriv_nonpos (convex_Ici 0)
    (fun x _ => (hasDerivAt_switch x).continuousAt.continuousWithinAt)
    (fun x _ => (hasDerivAt_switch x).differentiableAt.differentiableWithinAt) ?_
  intro x hx
  rw [interior_Ici] at hx
  have hx0 : 0 < x := hx
  rw [(hasDerivAt_switch x).deriv]
  have h : 0 ≤ (1 - x ^ 2) ^ 2 *
      (3 * x * (2 + x + x ^ 3 + 2 * x ^ 4) / (1 + x ^ 3 + x ^ 6) ^ 2) := by positivity
  have e : switchSlope x = -((1 - x ^ 2) ^ 2 *
      (3 * x * (2 + x + x ^ 3 + 2 * x ^ 4) / (1 + x ^ 3 + x ^ 6) ^ 2)) := by
    unfold switchSlope
    ring
  linarith
```

`AntitoneOn switch (Ici 0)` means that $0\le a\le b$ implies $f(b)\le f(a)$. The proof uses the criterion that a continuous function on an interval does not increase if its derivative is non-positive in the interior. `positivity` handles the sign once the minus sign has been pulled out of `switchSlope`.

```lean
/-- For `a ≥ 0` the interpolation function lies above `-1` and does not exceed `1`. -/
theorem switch_range {a : ℝ} (ha : 0 ≤ a) : -1 < switch a ∧ switch a ≤ 1 := by
  constructor
  · rw [switch, lt_div_iff₀ (den_pos a)]
    nlinarith [pow_nonneg ha 3, sq_nonneg (a ^ 2 - 1 / 2)]
  · have h := switch_antitoneOn (mem_Ici.mpr le_rfl) (mem_Ici.mpr ha) ha
    rwa [switch_constraints.1] at h
```

For the lower bound, `lt_div_iff₀` multiplies through by the positive denominator, and `nlinarith` receives $a^3\ge0$ and the square $(a^2-\tfrac12)^2$, the same two ingredients as in the derivation by hand. The upper bound compares $f(a)$ with $f(0)$ through monotonicity.

```lean
/-- The interpolation function tends to `-1` as `a` grows without bound. -/
theorem switch_tendsto : Tendsto switch atTop (𝓝 (-1)) := by
  have hu : Tendsto (fun a : ℝ => -1 + 6 / a) atTop (𝓝 (-1)) := by
    have h := (tendsto_id (α := ℝ) (x := atTop)).const_div_atTop 6
    simpa using h.const_add (-1)
  refine tendsto_of_tendsto_of_tendsto_of_le_of_le' tendsto_const_nhds hu ?_ ?_
  · filter_upwards [eventually_ge_atTop (0 : ℝ)] with a ha
    exact (switch_range ha).1.le
  · filter_upwards [eventually_ge_atTop (1 : ℝ)] with a ha
    have h0 : 0 < a := by linarith
    have h1 : 0 ≤ a - 1 := by linarith
    have e : -1 + 6 / a = (6 - a) / a := by
      rw [sub_div, div_self h0.ne']
      ring
    rw [e, switch, div_le_div_iff₀ (den_pos a) h0]
    nlinarith [mul_nonneg (pow_nonneg h0.le 5) h1, mul_nonneg (pow_nonneg h0.le 4) h1,
      mul_nonneg (pow_nonneg h0.le 2) h1, mul_nonneg h0.le h1, pow_nonneg h0.le 4,
      pow_nonneg h0.le 3]
```

`Tendsto switch atTop (𝓝 (-1))` is the statement $f(a)\to-1$ as $a\to\infty$. The squeeze uses the constant $-1$ below and $-1+6/a$ above. The upper comparison is required only for $a\ge1$, and the products given to `nlinarith` express that higher powers of $a$ dominate lower ones in that range.

## Increments of the gradient enhancement

```lean
/-- For `κ > 0` and `y ≥ 0` the gradient enhancement exceeds one by `κ y / (κ + y)`. -/
theorem G_eq {κ y : ℝ} (hκ : 0 < κ) (hy : 0 ≤ y) : G κ y = 1 + κ * y / (κ + y) := by
  have hne : κ + y ≠ 0 := by positivity
  have e : 1 + y / κ = (κ + y) / κ := by rw [add_div, div_self hκ.ne']
  have h : κ * y / (κ + y) = κ - κ * κ / (κ + y) := by
    rw [eq_sub_iff_add_eq, ← add_div, div_eq_iff hne]
    ring
  rw [G, e, div_div_eq_mul_div, h]
  ring
```

This is the form $G(y)=1+\kappa y/(\kappa+y)$, obtained by clearing the inner fraction.

```lean
/-- For `κ > 0` and `y, c ≥ 0`, raising the argument of `G` from `y` to `y + c` does not lower
`G`, and raises it by at most `κ c / (κ + c)`. -/
theorem G_increment {κ y c : ℝ} (hκ : 0 < κ) (hy : 0 ≤ y) (hc : 0 ≤ c) :
    0 ≤ G κ (y + c) - G κ y ∧ G κ (y + c) - G κ y ≤ κ * c / (κ + c) := by
  constructor
  · have h : κ / (1 + (y + c) / κ) ≤ κ / (1 + y / κ) := by
      apply div_le_div_of_nonneg_left hκ.le (by positivity)
      have h' : 0 ≤ c / κ := by positivity
      rw [add_div]
      linarith
    unfold G
    linarith
  · rw [G_eq hκ (add_nonneg hy hc), G_eq hκ hy, mul_add, add_div]
    have h1 : κ * y / (κ + (y + c)) ≤ κ * y / (κ + y) :=
      div_le_div_of_nonneg_left (by positivity) (by positivity) (by linarith)
    have h2 : κ * c / (κ + (y + c)) ≤ κ * c / (κ + c) :=
      div_le_div_of_nonneg_left (by positivity) (by positivity) (by linarith)
    linarith
```

The theorem states $0\le\Delta\le\kappa c/(\kappa+c)$. The first half compares the two fractions in the original definition of $G$. The second half rewrites both values with `G_eq` and splits the numerator $\kappa(y+c)$; `h1` and `h2` are then the two comparisons of fractions made by hand.

## Bounds on the enhancement factor and the limit at zero gradient

```lean
/-- For `κ > 0` and `μ, c, p, a ≥ 0`, the MS0 enhancement factor is at least
`1 - κ c / (κ + c)`, at most its value at `a = 0`, and strictly below `1 + κ`. -/
theorem enhancement_bounds {κ μ c p a : ℝ} (hκ : 0 < κ) (hμ : 0 ≤ μ) (hc : 0 ≤ c)
    (hp : 0 ≤ p) (ha : 0 ≤ a) :
    1 - κ * c / (κ + c) ≤ enhancement κ μ c p a ∧
      enhancement κ μ c p a ≤ enhancement κ μ c p 0 ∧ enhancement κ μ c p a < 1 + κ := by
  have hy : 0 ≤ μ * p := mul_nonneg hμ hp
  obtain ⟨hd, hd'⟩ := G_increment hκ hy hc
  obtain ⟨hl, hr⟩ := switch_range ha
  have hG : 1 ≤ G κ (μ * p) := by
    rw [G_eq hκ hy]
    have h : 0 ≤ κ * (μ * p) / (κ + μ * p) := by positivity
    linarith
  have hlt : G κ (μ * p + c) < 1 + κ := by
    have h : 0 < κ / (1 + (μ * p + c) / κ) := by positivity
    unfold G
    linarith
  -- the enhancement factor is linear in the interpolation function; `hd` says its slope is `≥ 0`
  have h1 := mul_nonneg (sub_nonneg.mpr hr) hd
  have h2 := mul_nonneg (sub_nonneg.mpr hl.le) hd
  unfold enhancement
  rw [switch_constraints.1]
  refine ⟨?_, ?_, ?_⟩ <;> linarith
```

The conclusion joins three inequalities: the lower bound, $F(p,a)\le F(p,0)$, and $F(p,a)<1+\kappa$. The second says that, at a given $p$, no value of $a$ gives a larger factor than $a=0$, the value for a density made up of a single real orbital.

In the proof, `hd` and `hd'` are the two bounds on $\Delta$, while `hl` and `hr` are those on $f$. The terms `h1` and `h2` record $(1-f)\Delta\ge0$ and $(f+1)\Delta\ge0$. After that every inequality is linear in the quantities present, and `linarith` closes all three. For the lower bound it combines `h2` with $G(\mu p)\ge1$ (`hG`) and the upper bound on $\Delta$. For the ceiling it combines `h1` with $G(\mu p+c)<1+\kappa$ (`hlt`).

```lean
/-- For `κ > 0` and `c ≥ 0`, the enhancement factor at zero gradient tends to
`1 - κ c / (κ + c)` as `a` grows without bound. -/
theorem enhancement_tendsto {κ c : ℝ} (μ : ℝ) (hκ : 0 < κ) (hc : 0 ≤ c) :
    Tendsto (fun a => enhancement κ μ c 0 a) atTop (𝓝 (1 - κ * c / (κ + c))) := by
  have h := (switch_tendsto.mul_const (G κ (μ * 0 + c) - G κ (μ * 0))).const_add (G κ (μ * 0))
  have e : G κ (μ * 0) + -1 * (G κ (μ * 0 + c) - G κ (μ * 0)) = 1 - κ * c / (κ + c) := by
    rw [mul_zero, zero_add, G_eq hκ le_rfl, G_eq hκ hc]
    simp only [mul_zero, zero_div]
    ring
  rw [e] at h
  exact h

end

end MadeSimpleExchange
```

This gives the limit of $F(0,a)$. Here `μ` may be any real number, since it is multiplied by $p=0$. The proof multiplies the limit of `switch` by the constant increment, adds the constant $G(0)$, and simplifies the result in `e`. Together with the preceding theorem, it shows that the lower bound is the best possible for each allowed choice of $\kappa$, $\mu$ and $c$.

```lean
#print axioms MadeSimpleExchange.enhancement_bounds
#print axioms MadeSimpleExchange.enhancement_tendsto
```

```
'MadeSimpleExchange.enhancement_bounds' depends on axioms: [propext, Classical.choice, Quot.sound]
'MadeSimpleExchange.enhancement_tendsto' depends on axioms: [propext, Classical.choice, Quot.sound]
```
